# A rank-one core term that couples all parabolic states leaves no Stark level degenerate if at most two hydrogenic levels cross at any energy

The theorem `core_induced_anticrossing` concerns a finite model of an atom in a fixed electric field, with the real Hamiltonian `diag(d) - δ u uᵀ`: hydrogenic energies `d`, coupled by a core term of strength `δ` through the s amplitudes `u` of the parabolic states. If `δ` and every `u i` are nonzero, and no three different states share a hydrogenic energy, then for every real `E` the solutions of the stationary Schrödinger equation form a space of dimension at most one. The amplitudes are otherwise arbitrary real numbers, with no normalisation required. The proof shows that all two-by-two minors of any two solutions vanish, treating separately the energies `E` that equal some hydrogenic level and those that do not. In the first case solutions are orthogonal to `u`, and when `i` and `j` are the two crossing states, the attempt reduces `u ⬝ᵥ z = 0` to `u i * z i + u j * z j = 0`.

The first attempt, which Lean rejects:

```lean
import Mathlib

open Matrix

namespace CoreInducedAnticrossing

variable {n : Type*} [Fintype n] [DecidableEq n]

/-- The Stark Hamiltonian `diag(d) - δ u uᵀ`: hydrogenic levels `d` in a fixed field, coupled by
a core term of strength `δ` through the s amplitudes `u` of the parabolic states. -/
def starkHamiltonian (d u : n → ℝ) (δ : ℝ) : Matrix n n ℝ :=
  Matrix.diagonal d - δ • Matrix.vecMulVec u u

/-- The space of solutions of the stationary Schrödinger equation at energy `E`. -/
abbrev levelSpace (d u : n → ℝ) (δ E : ℝ) : Submodule ℝ (n → ℝ) :=
  Module.End.eigenspace (Matrix.toLin' (starkHamiltonian d u δ)) E

/-- No three different parabolic states share the same hydrogenic energy. -/
def NoTripleCrossing (d : n → ℝ) : Prop :=
  ∀ i j k, d i = d j → d j = d k → i = j ∨ j = k ∨ i = k

/-- The Schrödinger equation in components: `(d_i - E) x_i = δ u_i (u · x)`. -/
theorem mem_levelSpace_iff (d u : n → ℝ) (δ E : ℝ) (x : n → ℝ) :
    x ∈ levelSpace d u δ E ↔ ∀ i, (d i - E) * x i = δ * u i * (u ⬝ᵥ x) := by
  have key : ∀ i, (starkHamiltonian d u δ *ᵥ x) i = d i * x i - δ * u i * (u ⬝ᵥ x) := by
    intro i
    have h1 : ∑ j, Matrix.diagonal d i j * x j = d i * x i := by
      simp [Matrix.diagonal_apply]
    have h2 : ∑ j, δ * (u i * u j) * x j = δ * u i * ∑ j, u j * x j := by
      rw [Finset.mul_sum]
      exact Finset.sum_congr rfl fun j _ => by ring
    simp only [starkHamiltonian, Matrix.mulVec, dotProduct, Matrix.sub_apply, Matrix.smul_apply,
      Matrix.vecMulVec_apply, smul_eq_mul, sub_mul, Finset.sum_sub_distrib]
    rw [h1, h2]
  rw [Module.End.mem_eigenspace_iff, Matrix.toLin'_apply, funext_iff]
  refine forall_congr' fun i => ?_
  rw [key i, Pi.smul_apply, smul_eq_mul]
  constructor <;> intro h <;> linarith

omit [DecidableEq n] in
/-- A space of real state vectors has dimension at most one exactly when all two-by-two minors
formed from any two of its vectors vanish. -/
theorem finrank_le_one_iff_minors (S : Submodule ℝ (n → ℝ)) :
    Module.finrank ℝ S ≤ 1 ↔ ∀ x ∈ S, ∀ y ∈ S, ∀ i j, x i * y j = x j * y i := by
  constructor
  · intro h x hx y hy i j
    obtain ⟨v, hv⟩ := finrank_le_one_iff.mp h
    obtain ⟨a, ha⟩ := hv ⟨x, hx⟩
    obtain ⟨b, hb⟩ := hv ⟨y, hy⟩
    have hx' : ∀ k, a * v.1 k = x k := fun k => congrFun (congrArg Subtype.val ha) k
    have hy' : ∀ k, b * v.1 k = y k := fun k => congrFun (congrArg Subtype.val hb) k
    rw [← hx' i, ← hx' j, ← hy' i, ← hy' j]
    ring
  · intro h
    by_cases h0 : ∃ v ∈ S, ∃ k, v k ≠ 0
    · obtain ⟨v, hv, k, hk⟩ := h0
      refine finrank_le_one (⟨v, hv⟩ : S) fun w =>
        ⟨w.1 k / v k, Subtype.ext (funext fun i => ?_)⟩
      change w.1 k / v k * v i = w.1 i
      rw [div_mul_eq_mul_div, div_eq_iff hk]
      exact h w.1 w.2 v hv k i
    · refine finrank_le_one (0 : S) fun w => ⟨0, Subtype.ext (funext fun i => ?_)⟩
      have hw : w.1 i = 0 := by
        by_contra hne
        exact h0 ⟨w.1, w.2, i, hne⟩
      change (0 : ℝ) * 0 = w.1 i
      rw [hw, mul_zero]

/-- **Core-induced anticrossing.** If the core term is nonzero, every parabolic state has some s
character and no three hydrogenic levels coincide, then no level of this model Hamiltonian is
degenerate. -/
theorem core_induced_anticrossing {d u : n → ℝ} {δ : ℝ} (hδ : δ ≠ 0) (hu : ∀ i, u i ≠ 0)
    (hd : NoTripleCrossing d) (E : ℝ) : Module.finrank ℝ (levelSpace d u δ E) ≤ 1 := by
  rw [finrank_le_one_iff_minors]
  intro x hx y hy i j
  rw [mem_levelSpace_iff] at hx hy
  by_cases hE : ∃ a, d a = E
  · -- at a hydrogenic energy every solution is orthogonal to `u`
    obtain ⟨a, ha⟩ := hE
    have dark : ∀ z : n → ℝ, (∀ i, (d i - E) * z i = δ * u i * (u ⬝ᵥ z)) → u ⬝ᵥ z = 0 := by
      intro z hz
      have h := hz a
      rw [ha, sub_self, zero_mul] at h
      exact (mul_eq_zero.mp h.symm).resolve_left (mul_ne_zero hδ (hu a))
    have supp : ∀ z : n → ℝ, (∀ i, (d i - E) * z i = δ * u i * (u ⬝ᵥ z)) →
        ∀ k, d k ≠ E → z k = 0 := by
      intro z hz k hk
      have h := hz k
      rw [dark z hz, mul_zero] at h
      exact (mul_eq_zero.mp h).resolve_left (sub_ne_zero.mpr hk)
    by_cases hij : i = j
    · rw [hij]
    by_cases hi : d i = E
    · by_cases hj : d j = E
      · -- only the two crossing states contribute to `u · z`
        have two : ∀ z : n → ℝ, (∀ i, (d i - E) * z i = δ * u i * (u ⬝ᵥ z)) →
            u i * z i + u j * z j = 0 := by
          intro z hz
          rw [← dark z hz]
          refine (Fintype.sum_eq_add i j hij fun k hk => ?_).symm
          have hkE : d k ≠ E := by
            intro h
            rcases hd i j k (hi.trans hj.symm) (hj.trans h.symm) with h | h | h
            · exact hij h
            · exact hk.2 h.symm
            · exact hk.1 h.symm
          rw [supp z hz k hkE, mul_zero]
        apply mul_left_cancel₀ (hu i)
        linear_combination y j * two x hx - x j * two y hy
      · rw [supp x hx j hj, supp y hy j hj]
        ring
    · rw [supp x hx i hi, supp y hy i hi]
      ring
  · -- away from the hydrogenic energies the solution is fixed by the number `u · x`
    have hne : ∀ k, d k - E ≠ 0 := fun k h => hE ⟨k, sub_eq_zero.mp h⟩
    apply mul_left_cancel₀ (mul_ne_zero (hne i) (hne j))
    linear_combination (d j - E) * y j * hx i + δ * u i * (u ⬝ᵥ x) * hy j
      - (d i - E) * y i * hx j - δ * u j * (u ⬝ᵥ x) * hy i

end CoreInducedAnticrossing
```

Compiling this gives:

```
Main.lean:100:18: error: typeclass instance problem is stuck
  AddCommMonoid ?m.317

Note: Lean will not try to resolve this typeclass instance problem because the type argument to `AddCommMonoid` is a metavariable. This argument must be fully determined before Lean will try to resolve the typeclass.

Hint: Adding type annotations and supplying implicit arguments to functions can give Lean more information for typeclass resolution. For example, if you have a variable `x` that you intend to be a `Nat`, but Lean reports it as having an unresolved type like `?m`, replacing `x` with `(x : Nat)` can get typeclass resolution un-stuck.
```

Cause. The error is at `Fintype.sum_eq_add`, which says that a sum equals two of its terms if all others vanish. It needs an `AddCommMonoid` instance on the type of the summands, but Lean did not yet know that type. The arguments `i`, `j` and `hij` fix only the index type, and because the lemma is followed by `.symm`, Lean elaborates it before using the goal, which would have supplied the summand. The instance search was therefore stuck on a metavariable.

The repair states the equation first, as `hsum`, with the sum `∑ k, u k * z k` written out. The lemma now has an expected type that fixes both the summand and its real values. The last line reverses `hsum` and chains it with `dark z hz`, whose `u ⬝ᵥ z` is by definition the same sum; this replaces the earlier `rw`. Moving the vanishing of the other terms into `hzero` is mere tidying, and its argument is unchanged.

The change, after which it compiles:

```diff
@@ -97,13 +97,16 @@
             u i * z i + u j * z j = 0 := by
           intro z hz
-          rw [← dark z hz]
-          refine (Fintype.sum_eq_add i j hij fun k hk => ?_).symm
-          have hkE : d k ≠ E := by
-            intro h
-            rcases hd i j k (hi.trans hj.symm) (hj.trans h.symm) with h | h | h
-            · exact hij h
-            · exact hk.2 h.symm
-            · exact hk.1 h.symm
-          rw [supp z hz k hkE, mul_zero]
+          have hzero : ∀ k, k ≠ i ∧ k ≠ j → u k * z k = 0 := by
+            intro k hk
+            have hkE : d k ≠ E := by
+              intro h
+              rcases hd i j k (hi.trans hj.symm) (hj.trans h.symm) with h | h | h
+              · exact hij h
+              · exact hk.2 h.symm
+              · exact hk.1 h.symm
+            rw [supp z hz k hkE, mul_zero]
+          have hsum : ∑ k, u k * z k = u i * z i + u j * z j :=
+            Fintype.sum_eq_add i j hij hzero
+          exact hsum.symm.trans (dark z hz)
         apply mul_left_cancel₀ (hu i)
         linear_combination y j * two x hx - x j * two y hy
```
